# The functional derivative of a semilocal energy on a periodic one-dimensional grid

A real-space density-functional calculation stores the electron density as numbers $\rho_i$ at grid points. It evaluates a gradient-dependent energy as a finite sum over these points. To minimise that energy by a gradient method, or to build an effective potential from it, one needs the derivative of the sum with respect to each $\rho_i$. In the continuum, for $E=\int f(\rho,\rho')\,dx$, integration by parts with vanishing boundary terms gives $\delta E/\delta\rho=f_x-(f_y)'$, where $f_x$ and $f_y$ are the partial derivatives of $f(x,y)$ in its density and gradient arguments. The question is whether the discretised formula is exactly the derivative of the discretised energy with respect to $\rho_i$, divided by the grid spacing. On a uniform periodic grid with central differences it is, provided $f$ is differentiable at the points where the grid samples it. This is the form of potential met with generalised-gradient exchange-correlation functionals and gradient-level (semilocal) orbital-free kinetic functionals, here for one spin-free density in one dimension with the nearest-neighbour stencil.

## Summation by parts and the potential

Take $N\ge1$ sites labelled by integers modulo $N$, with spacing $h>0$. For a grid function $u$ and an energy density $f$, define
$$(Du)_i=\frac{u_{i+1}-u_{i-1}}{2h},\qquad E(\rho)=h\sum_i f\big(\rho_i,(D\rho)_i\big).$$
Write $f_x(i)$ and $f_y(i)$ for the partial derivatives at $(\rho_i,(D\rho)_i)$, and set $v_i=f_x(i)-(Df_y)_i$. The claim is $\frac1h\,\partial E/\partial\rho_i=v_i$.

A sum over a ring is unchanged by relabelling $i\to i\pm1$, so for grid functions $u,w$
$$2h\sum_i u_i(Dw)_i=\sum_i u_iw_{i+1}-\sum_i u_iw_{i-1}=\sum_i u_{i-1}w_i-\sum_i u_{i+1}w_i=-2h\sum_i (Du)_iw_i .$$
Let $e_j$ be the grid function equal to $1$ at site $j$ and $0$ elsewhere, and $D_{ij}=(De_j)_i$. Choosing $u=e_i$, $w=e_j$ gives $D_{ij}=-D_{ji}$.

Now let $\rho(s)$ be a path of densities with velocity $\eta$ at $s=t$. Since $D$ is linear, $D\rho(s)$ has velocity $D\eta$. The chain rule at each site, followed by summation by parts with $u=f_y$, $w=\eta$, gives
$$\frac{dE}{ds}=h\sum_i\big[f_x(i)\,\eta_i+f_y(i)\,(D\eta)_i\big]=h\sum_i\big[f_x(i)-(Df_y)_i\big]\eta_i=h\sum_i v_i\eta_i .$$
For $\eta=e_i$ this is $\partial E/\partial\rho_i=h\,v_i$. The factor $h$ is the quadrature weight of a site.

Suppose $\rho$ is a local minimum of $E$ at fixed particle number $h\sum_k\rho_k$. The path $\rho+s(e_i-e_j)$ conserves that number, so $0=dE/ds=h(v_i-v_j)$ at $s=0$, and $v$ is constant over the grid.

For the von Weizsäcker kinetic energy density $f=y^2/(8x)$, in units $\hbar=m=1$, one has $f_x=-y^2/(8x^2)$ and $f_y=y/(4x)$. For positive $\rho$ this yields
$$v_i=-\frac{(D\rho)_i^2}{8\rho_i^2}-\Big(D\frac{D\rho}{4\rho}\Big)_i .$$

## Grid, stencil and energy in Lean

```lean
import Mathlib

open Finset Filter Topology

namespace GridFunctionalDerivative

noncomputable section

variable {N : ℕ} [NeZero N]
```

Sites are elements of `ZMod N`, so `i + 1` and `i - 1` wrap around, and `NeZero N` says $N\ge1$. For $N=1$ and $N=2$ the two neighbours coincide, $D=0$, and the results hold with $v_i=f_x(i)$.

```lean
/-- A grid spacing: a strictly positive real number. -/
abbrev Spacing := {h : ℝ // 0 < h}
```

A spacing carries its positivity with it: `h.1` is the number and `h.2` the proof that it is positive.

```lean
/-- Central difference on the periodic grid: `(D u)_i = (u_{i+1} - u_{i-1}) / (2h)`. -/
def D (h : Spacing) (u : ZMod N → ℝ) : ZMod N → ℝ :=
  fun i => (u (i + 1) - u (i - 1)) / (2 * h.1)

/-- Partial derivative of the energy density `f(x, y)` with respect to the density `x`. -/
def fx (f : ℝ × ℝ → ℝ) (p : ℝ × ℝ) : ℝ := deriv (fun x => f (x, p.2)) p.1

/-- Partial derivative of the energy density `f(x, y)` with respect to the gradient `y`. -/
def fy (f : ℝ × ℝ → ℝ) (p : ℝ × ℝ) : ℝ := deriv (fun y => f (p.1, y)) p.2
```

The partial derivatives are ordinary one-variable derivatives with the other argument of $f$ frozen at the point `p`.

```lean
/-- Semilocal grid energy `E(ρ) = h ∑_i f(ρ_i, (Dρ)_i)`. -/
def energy (h : Spacing) (f : ℝ × ℝ → ℝ) (ρ : ZMod N → ℝ) : ℝ :=
  h.1 * ∑ i, f (ρ i, D h ρ i)

/-- Discrete Euler-Lagrange potential `v_i = f_x(i) - (D f_y)_i`, with the partial derivatives
taken at the points `(ρ_j, (Dρ)_j)`. -/
def potential (h : Spacing) (f : ℝ × ℝ → ℝ) (ρ : ZMod N → ℝ) : ZMod N → ℝ :=
  fun i => fx f (ρ i, D h ρ i) - D h (fun j => fy f (ρ j, D h ρ j)) i

/-- Particle number `h ∑_i ρ_i` on the grid. -/
def number (h : Spacing) (ρ : ZMod N → ℝ) : ℝ := h.1 * ∑ i, ρ i
```

Densities are arbitrary real grid functions, with no sign imposed. One function $f$ serves every site, so a position-dependent term such as an external potential is not part of `energy`.

```lean
/-- The von Weizsäcker kinetic energy density `y² / (8x)`. -/
def weizsaecker (p : ℝ × ℝ) : ℝ := p.2 ^ 2 / (8 * p.1)
```

## Antisymmetry of the difference operator

```lean
/-- Summation by parts on the periodic grid: `∑ u · D w = -∑ D u · w`. -/
theorem sum_by_parts (h : Spacing) (u w : ZMod N → ℝ) :
    ∑ i, u i * D h w i = -∑ i, D h u i * w i := by
  -- periodicity: a sum over the grid is invariant under the shift i ↦ i + 1
  have shift : ∀ a b : ZMod N → ℝ, ∑ i, a i * b (i + 1) = ∑ i, a (i - 1) * b i := by
    intro a b
    rw [← Equiv.sum_comp (Equiv.addRight (1 : ZMod N)) (fun i => a (i - 1) * b i)]
    simp
  have e1 : ∑ i, u i * D h w i
      = (∑ i, u i * w (i + 1) - ∑ i, w (i - 1) * u i) / (2 * h.1) := by
    rw [← Finset.sum_sub_distrib, Finset.sum_div]
    exact Finset.sum_congr rfl fun i _ => by unfold D; ring
  have e2 : ∑ i, D h u i * w i
      = (∑ i, w i * u (i + 1) - ∑ i, u (i - 1) * w i) / (2 * h.1) := by
    rw [← Finset.sum_sub_distrib, Finset.sum_div]
    exact Finset.sum_congr rfl fun i _ => by unfold D; ring
  rw [e1, e2, shift u w, shift w u]
  ring
```

The step `shift` is the relabelling of the sum by the bijection $i\mapsto i+1$. The steps `e1` and `e2` split both sides into two sums over $2h$, and two applications of `shift` make them match term by term.

```lean
/-- The matrix elements of the central difference in the site basis are antisymmetric:
`D_{ij} = -D_{ji}`. -/
theorem D_antisymm (h : Spacing) (i j : ZMod N) :
    D h (Pi.single j 1) i = -D h (Pi.single i 1) j := by
  simpa [Pi.single_apply] using sum_by_parts h (Pi.single i 1) (Pi.single j 1)
```

Here `Pi.single j 1` is $e_j$, so the left side is $D_{ij}$.

## First variation and the derivative at one site

`HasDerivAt g d t` says that $g$ is differentiable at $t$ with derivative $d$.

```lean
/-- Chain rule for the energy density along a path: `d/dt f(a, b) = f_x a' + f_y b'`, when `f` is
differentiable at `(a t, b t)`. -/
theorem density_chain_rule {f : ℝ × ℝ → ℝ} {a b : ℝ → ℝ} {a' b' t : ℝ}
    (ha : HasDerivAt a a' t) (hb : HasDerivAt b b' t)
    (hf : DifferentiableAt ℝ f (a t, b t)) :
    HasDerivAt (fun s => f (a s, b s)) (fx f (a t, b t) * a' + fy f (a t, b t) * b') t := by
  have hF := hf.hasFDerivAt
  have p1 : HasDerivAt (fun x : ℝ => (x, b t)) ((1 : ℝ), (0 : ℝ)) (a t) :=
    (hasDerivAt_id' (a t)).prodMk (hasDerivAt_const (a t) (b t))
  have p2 : HasDerivAt (fun y : ℝ => (a t, y)) ((0 : ℝ), (1 : ℝ)) (b t) :=
    (hasDerivAt_const (b t) (a t)).prodMk (hasDerivAt_id' (b t))
  have p3 : HasDerivAt (fun s => (a s, b s)) (a', b') t := ha.prodMk hb
  -- the partial derivatives are the components of the total derivative
  have hx : fx f (a t, b t) = fderiv ℝ f (a t, b t) (1, 0) :=
    (HasFDerivAt.comp_hasDerivAt_of_eq (x := a t) hF p1 rfl).deriv
  have hy : fy f (a t, b t) = fderiv ℝ f (a t, b t) (0, 1) :=
    (HasFDerivAt.comp_hasDerivAt_of_eq (x := b t) hF p2 rfl).deriv
  have hc := HasFDerivAt.comp_hasDerivAt_of_eq (x := t) hF p3 rfl
  have hv : (a', b') = a' • ((1 : ℝ), (0 : ℝ)) + b' • ((0 : ℝ), (1 : ℝ)) := by simp
  refine HasDerivAt.congr_deriv hc ?_
  rw [hx, hy, hv, map_add, map_smul, map_smul, smul_eq_mul, smul_eq_mul]
  ring
```

The hypothesis `hf` is differentiability of $f$ as a function of both variables together. The steps `hx` and `hy` identify $f_x$ and $f_y$ with the total derivative applied to $(1,0)$ and $(0,1)$. Then `hv` decomposes the velocity $(a',b')$ of the path $(a(s),b(s))$ in that basis, and linearity finishes the proof.

```lean
/-- First variation: along a path of densities `ρ(s)` with velocity `η` at `s = t`, the energy
changes at the rate `h ∑_i v_i η_i`, when `f` is differentiable at the points `(ρ(t)_i, (Dρ(t))_i)`.
-/
theorem first_variation (h : Spacing) (f : ℝ × ℝ → ℝ) (ρ : ℝ → ZMod N → ℝ) (η : ZMod N → ℝ)
    (t : ℝ) (hρ : ∀ i, HasDerivAt (fun s => ρ s i) (η i) t)
    (hf : ∀ i, DifferentiableAt ℝ f (ρ t i, D h (ρ t) i)) :
    HasDerivAt (fun s => energy h f (ρ s)) (h.1 * ∑ i, potential h f (ρ t) i * η i) t := by
  have hD : ∀ i, HasDerivAt (fun s => D h (ρ s) i) (D h η i) t := fun i =>
    ((hρ (i + 1)).fun_sub (hρ (i - 1))).div_const _
  have hi : ∀ i, HasDerivAt (fun s => f (ρ s i, D h (ρ s) i))
      (fx f (ρ t i, D h (ρ t) i) * η i + fy f (ρ t i, D h (ρ t) i) * D h η i) t := fun i =>
    density_chain_rule (hρ i) (hD i) (hf i)
  have hs := (HasDerivAt.fun_sum (u := Finset.univ) fun i _ => hi i).const_mul h.1
  refine HasDerivAt.congr_deriv hs ?_
  -- move D from the variation onto f_y
  have hp := sum_by_parts h (fun j => fy f (ρ t j, D h (ρ t) j)) η
  simp only [potential, sub_mul, Finset.sum_add_distrib, Finset.sum_sub_distrib]
  linear_combination h.1 * hp
```

This follows the derivation above: `hD` gives the velocity $D\eta$, `hi` is the chain rule at one site, and `hs` sums over sites and multiplies by $h$. The equation `hp` is summation by parts, which `linear_combination` adds with weight $h$. Differentiability is asked only at the $N$ sampled points, which admits energy densities singular at $x=0$ as long as no $\rho_i$ vanishes.

```lean
/-- Grid functional derivative: `(1/h) ∂E/∂ρ_i = f_x(i) - (D f_y)_i` when `f` is differentiable
at the points `(ρ_j, (Dρ)_j)`. -/
theorem functional_derivative (h : Spacing) (f : ℝ × ℝ → ℝ) (ρ : ZMod N → ℝ)
    (hf : ∀ j, DifferentiableAt ℝ f (ρ j, D h ρ j)) (i : ZMod N) :
    HasDerivAt (fun s => energy h f (Function.update ρ i s) / h.1) (potential h f ρ i) (ρ i) := by
  have hρ : ∀ k, HasDerivAt (fun s => Function.update ρ i s k)
      ((Pi.single i 1 : ZMod N → ℝ) k) (ρ i) := by
    intro k
    by_cases hk : k = i
    · rw [hk]
      simp only [Function.update_self, Pi.single_eq_same]
      exact hasDerivAt_id' _
    · simp only [Function.update_of_ne hk, Pi.single_eq_of_ne hk]
      exact hasDerivAt_const _ _
  have hv := first_variation h f (fun s => Function.update ρ i s) (Pi.single i 1) (ρ i) hρ
    (by simpa only [Function.update_eq_self] using hf)
  have hsum : ∑ k, potential h f ρ k * (Pi.single i 1 : ZMod N → ℝ) k = potential h f ρ i := by
    simp [Pi.single_apply]
  simp only [Function.update_eq_self] at hv
  rw [hsum] at hv
  exact (hv.div_const h.1).congr_deriv (mul_div_cancel_left₀ _ h.2.ne')
```

In words: replace $\rho_i$ by a variable $s$, which is `Function.update ρ i s`, and divide the energy by $h$. The result has derivative $v_i$ at $s=\rho_i$. The case split in `hρ` shows that this path has velocity $e_i$, and `hsum` collapses $\sum_k v_k(e_i)_k$ to $v_i$. The statement is exact at fixed $N$ and $h$ and says nothing about convergence as $h\to0$.

## Constant potential at fixed particle number

```lean
/-- Euler equation: at a local minimum of the energy among densities of the same particle number,
with `f` differentiable at the points `(ρ_j, (Dρ)_j)`, the potential takes the same value at all
sites. -/
theorem potential_const_of_constrained_min (h : Spacing) (f : ℝ × ℝ → ℝ) (ρ : ZMod N → ℝ)
    (hf : ∀ j, DifferentiableAt ℝ f (ρ j, D h ρ j))
    (hmin : IsLocalMinOn (energy h f) {σ | number h σ = number h ρ} ρ) (i j : ZMod N) :
    potential h f ρ i = potential h f ρ j := by
  -- transfer density from site j to site i
  let η : ZMod N → ℝ := fun k =>
    (Pi.single i 1 : ZMod N → ℝ) k - (Pi.single j 1 : ZMod N → ℝ) k
  let γ : ℝ → ZMod N → ℝ := fun s k => ρ k + s * η k
  have h0 : γ 0 = ρ := by funext k; simp [γ]
  have hη : ∑ k, η k = 0 := by simp [η, Finset.sum_sub_distrib, Pi.single_apply]
  have hγ : ∀ k, HasDerivAt (fun s => γ s k) (η k) 0 := fun k =>
    (((hasDerivAt_id' (0 : ℝ)).mul_const (η k)).const_add (ρ k)).congr_deriv (one_mul _)
  have hv := first_variation h f γ η 0 hγ (by rw [h0]; exact hf)
  rw [h0] at hv
  have hc : Continuous γ := continuous_pi fun k =>
    continuous_const.add (continuous_id.mul continuous_const)
  have hlim : Tendsto γ (𝓝 0) (𝓝[{σ | number h σ = number h ρ}] ρ) := by
    refine tendsto_nhdsWithin_iff.2 ⟨hc.tendsto' 0 ρ h0, Eventually.of_forall fun s => ?_⟩
    show h.1 * ∑ k, (ρ k + s * η k) = h.1 * ∑ k, ρ k
    rw [Finset.sum_add_distrib, ← Finset.mul_sum, hη, mul_zero, add_zero]
  have hloc : IsLocalMin (fun s => energy h f (γ s)) 0 := by
    show ∀ᶠ s in 𝓝 (0 : ℝ), energy h f (γ 0) ≤ energy h f (γ s)
    rw [h0]
    exact hlim.eventually hmin
  have hz := (mul_eq_zero.1 (hloc.hasDerivAt_eq_zero hv)).resolve_left h.2.ne'
  have hs : ∑ k, potential h f ρ k * η k = potential h f ρ i - potential h f ρ j := by
    simp [η, mul_sub, Finset.sum_sub_distrib, Pi.single_apply]
  linarith
```

The path `γ` moves density from $j$ to $i$, and `hη` is number conservation. By `hlim`, the path approaches $\rho$ inside the constraint set, so $E(\gamma(s))$ has a local minimum at $s=0$ (`hloc`) and its derivative vanishes (`hz`). The common value of $v$ is the Lagrange multiplier that plays the part of the chemical potential in the Euler equation. The minimum is assumed in `hmin`, and the condition is shown necessary, not sufficient. The competitors `σ` may take negative values, so a density that is minimal only among non-negative densities, with some $\rho_k=0$, need not satisfy `hmin`.

## The von Weizsäcker density

```lean
/-- For the von Weizsäcker density and positive `ρ`, the grid functional derivative is
`-(Dρ)_i² / (8ρ_i²) - (D (Dρ / (4ρ)))_i`. -/
theorem weizsaecker_derivative (h : Spacing) (ρ : ZMod N → ℝ) (hρ : ∀ j, 0 < ρ j) (i : ZMod N) :
    HasDerivAt (fun s => energy h weizsaecker (Function.update ρ i s) / h.1)
      (-(D h ρ i) ^ 2 / (8 * ρ i ^ 2) - D h (fun j => D h ρ j / (4 * ρ j)) i) (ρ i) := by
  have hne : ∀ j, 8 * ρ j ≠ 0 := fun j => (mul_pos (by norm_num) (hρ j)).ne'
  have hw : weizsaecker = fun p : ℝ × ℝ => p.2 ^ 2 * (8 * p.1)⁻¹ :=
    funext fun p => div_eq_mul_inv _ _
  have hf : ∀ j, DifferentiableAt ℝ weizsaecker (ρ j, D h ρ j) := by
    intro j
    rw [hw]
    exact (differentiableAt_snd.pow 2).mul ((differentiableAt_fst.const_mul 8).inv (hne j))
  have hx : ∀ x y : ℝ, 8 * x ≠ 0 → fx weizsaecker (x, y) = -y ^ 2 / (8 * x ^ 2) := by
    intro x y hx
    have hd : HasDerivAt (fun z : ℝ => y ^ 2 / (8 * z)) (-y ^ 2 / (8 * x ^ 2)) x :=
      ((hasDerivAt_const x (y ^ 2)).fun_div ((hasDerivAt_id' x).const_mul 8) hx).congr_deriv
        (by ring)
    exact hd.deriv
  have hy : ∀ x y : ℝ, fy weizsaecker (x, y) = y / (4 * x) := by
    intro x y
    have h2 : HasDerivAt (fun z : ℝ => z ^ 2) (2 * y) y :=
      (hasDerivAt_pow 2 y).congr_deriv (by norm_num)
    have hd : HasDerivAt (fun z : ℝ => z ^ 2 / (8 * x)) (y / (4 * x)) y :=
      (h2.div_const (8 * x)).congr_deriv (by ring)
    exact hd.deriv
  refine (functional_derivative h weizsaecker ρ hf i).congr_deriv ?_
  simp only [potential, hx _ _ (hne i), hy]

end

end GridFunctionalDerivative
```

```lean
#print axioms GridFunctionalDerivative.D_antisymm
-- 'GridFunctionalDerivative.D_antisymm' depends on axioms: [propext, Classical.choice, Quot.sound]
#print axioms GridFunctionalDerivative.functional_derivative
-- 'GridFunctionalDerivative.functional_derivative' depends on axioms: [propext, Classical.choice, Quot.sound]
#print axioms GridFunctionalDerivative.potential_const_of_constrained_min
-- 'GridFunctionalDerivative.potential_const_of_constrained_min' depends on axioms: [propext, Classical.choice, Quot.sound]
#print axioms GridFunctionalDerivative.weizsaecker_derivative
-- 'GridFunctionalDerivative.weizsaecker_derivative' depends on axioms: [propext, Classical.choice, Quot.sound]
```

Positivity of $\rho$ gives $8\rho_j\ne0$, hence differentiability (`hf`), while `hx` and `hy` are the two partial derivatives computed earlier.

## A kink in the gradient, and the potential in a grid code

The example and the practical remarks that follow rest on ordinary algebra and are not among the theorems.

Take $f(x,y)=|y|$, $N\ge3$ and a uniform density $\rho_k=c$, so that every sampled point $(c,0)$ lies on the kink of $f$. Changing $\rho_i$ to $s$ makes $(D\rho)_{i\pm1}=\mp(s-c)/(2h)$ and leaves the other gradients zero, so $E=|s-c|$. This has no derivative at $s=c$. Meanwhile `potential` still evaluates to $0$, because `deriv` returns $0$ where no derivative exists.

In a program the formula is four array operations: form $g=D\rho$ by cyclic shifts, evaluate $f_x$ and $f_y$ pointwise at $(\rho_i,g_i)$, apply $D$ to the array $f_y$, and subtract. If the functional is supplied as $F(\rho,\sigma)$ with $\sigma=y^2$, then $f_y=2y\,\partial F/\partial\sigma$. Summation by parts fixes the operator applied to $f_y$: it is minus the transpose of the stencil used inside $E$. For the antisymmetric central difference this is $D$ itself, whereas a forward difference inside $E$ would call for a backward difference on $f_y$. Another operator in general gives an array that is not $1/h$ times the gradient of the discrete energy. The same holds for expanding $(f_y)'$ by the continuum chain and product rules before discretising, because $D$ does not obey those rules. The match can be checked numerically by comparing $v_i$ with $[E(\rho+\epsilon e_i)-E(\rho-\epsilon e_i)]/(2\epsilon h)$ for a small step $\epsilon$. The test density should be non-uniform, since at a uniform density $f_y$ is constant and every difference stencil passes. The symmetric quotient can also miss a kink: in the example above it equals $0$, the same as `potential`.
